# Uniform scaling shifts the energy $\int n\,(A\ln r_s+B)$ of a positive density by $-AN\ln g$

Take the correlation energy per electron of the uniform gas at high density, $A\ln r_s+B$, and use it as a local functional for an atom. Now compress the atom's density uniformly. If $A>0$, as it is for the uniform gas, the computed energy falls without bound. For a finite system whose non-interacting reference state is non-degenerate, the exact correlation energy instead approaches a finite constant. A functional built without checking this scaling can look reasonable at ordinary densities and still carry an error that grows with every further compression.

For the functional above, the scaling law says exactly how the computed energy changes under compression. Let $n>0$ on $\mathbb R^3$ with $n$ and $n\ln n$ integrable, let $N=\int n$, and let $n_g(x)=g^3n(gx)$ with $g>0$. Then

$$E[n_g]=E[n]-AN\ln g .$$

The hypotheses are taken in turn below. The examples of what happens when one of them fails are arguments by hand and are not part of the code.

## The functional and the scaled density

```lean
import Mathlib

open MeasureTheory Filter Topology

namespace HighDensityLDA

noncomputable section
```

Space is three-dimensional Euclidean space with its usual volume measure.

```lean
/-- Three-dimensional position space. -/
abbrev Space := EuclideanSpace ℝ (Fin 3)
```

The Wigner-Seitz radius $r_s(\rho)=(3/(4\pi\rho))^{1/3}$ is the radius of a sphere that holds one electron at density $\rho$. Everything is a real number, so lengths are understood in a fixed unit, such as the bohr.

```lean
/-- The Wigner-Seitz radius `(3 / (4 π ρ))^(1/3)` of a density value `ρ > 0`. -/
def wignerSeitz (ρ : ℝ) : ℝ := (3 / (4 * Real.pi * ρ)) ^ (1 / 3 : ℝ)
```

The scaled density is compressed for $g>1$ and spread out for $g<1$.

```lean
/-- The uniformly scaled density `g³ n(g x)`. -/
def scaled (g : ℝ) (n : Space → ℝ) : Space → ℝ := fun x => g ^ 3 * n (g • x)

/-- The particle number, the integral of the density over space. -/
def particleNumber (n : Space → ℝ) : ℝ := ∫ x, n x
```

The energy per volume is $e(\rho)=\rho\,(A\ln r_s(\rho)+B)$. The constants $A$ and $B$ stand for the two leading coefficients of the uniform gas's correlation energy per electron at small $r_s$. Here they are arbitrary real numbers and are not derived from the electron gas.

```lean
/-- The energy per volume `ρ (A ln rs + B)` at a density value `ρ > 0`. -/
def energyDensity (A B ρ : ℝ) : ℝ := ρ * (A * Real.log (wignerSeitz ρ) + B)

/-- The local density functional `E[n] = ∫ n (A ln rs + B)` for positive densities. -/
def energy (A B : ℝ) (n : Space → ℝ) : ℝ := ∫ x, energyDensity A B (n x)
```

`energy A B n` is thus $E[n]=\int e(n(x))\,dx$. It applies the high-density form at every point, including the dilute tail of an atom, where a practical local density approximation would use a different expression. Spin polarisation and density gradients do not enter.

## A positive scale factor and a positive density at each point

The condition $g>0$ says that the scaling is a genuine compression or dilation. The condition $n(x)>0$ says that there is some electron density everywhere, so that $r_s$ is finite and positive at each point.

By hand, both are used first in the radius:

$$r_s(g^3\rho)=\left(\frac{3}{4\pi g^3\rho}\right)^{1/3}=\frac{r_s(\rho)}{g},\qquad \ln r_s(g^3\rho)=\ln r_s(\rho)-\ln g .$$

In the proof, `hsplit` pulls $g^3$ out of the fraction and `hroot` evaluates its cube root as $g$. The root of the quotient may be split because numerator and denominator are non-negative.

```lean
/-- Multiplying the density by `g³` divides the Wigner-Seitz radius by `g`. -/
theorem wignerSeitz_scaled {g ρ : ℝ} (hg : 0 < g) (hρ : 0 < ρ) :
    wignerSeitz (g ^ 3 * ρ) = wignerSeitz ρ / g := by
  have hroot : (g ^ 3) ^ (1 / 3 : ℝ) = g := by
    rw [← Real.rpow_natCast, ← Real.rpow_mul hg.le]
    norm_num
  have hsplit : 3 / (4 * Real.pi * (g ^ 3 * ρ)) = 3 / (4 * Real.pi * ρ) / g ^ 3 := by
    rw [div_div]
    congr 1
    ring
  unfold wignerSeitz
  rw [hsplit, Real.div_rpow (by positivity) (by positivity), hroot]
```

Inserting the shifted logarithm into the energy per volume gives

$$e(g^3\rho)=g^3\rho\,\bigl(A\ln r_s(\rho)-A\ln g+B\bigr)=g^3\bigl(e(\rho)-A\rho\ln g\bigr).$$

The Lean proof follows the same line. It needs $r_s(\rho)$ and $g$ to be non-zero in order to split the logarithm of their quotient, and `ring` does the rest.

```lean
/-- The energy per volume at density `g³ρ` is `g³` times that at `ρ`, less `g³ A ρ ln g`. -/
theorem energyDensity_scaled (A B : ℝ) {g ρ : ℝ} (hg : 0 < g) (hρ : 0 < ρ) :
    energyDensity A B (g ^ 3 * ρ)
      = g ^ 3 * (energyDensity A B ρ - A * Real.log g * ρ) := by
  have hrs : 0 < wignerSeitz ρ := Real.rpow_pos_of_pos (by positivity) _
  unfold energyDensity
  rw [wignerSeitz_scaled hg hρ, Real.log_div hrs.ne' hg.ne']
  ring
```

With $g=0$ the scaled density vanishes identically and the electrons are lost; with $g<0$ the factor $g^3$ makes the density negative. A point where $n(x)=0$ is less serious: with the usual convention $0\ln 0=0$, both sides of the last identity vanish there. Positivity everywhere spares the proof that separate case, but it excludes densities with nodes or with bounded support.

## A finite electron number and a finite integral of $n\ln n$

Integrability of $n$, the hypothesis `hn`, means that the system has finitely many electrons. Integrability of $n\ln n$, the hypothesis `hlog`, means that the logarithmic part of the energy is finite. Bounded densities with exponential tails satisfy both.

By hand, they enter through the expansion of the logarithm,

$$\ln r_s(\rho)=\tfrac13\ln\frac{3}{4\pi}-\tfrac13\ln\rho,$$

which turns the energy per volume into

$$e(n)=\left(\frac A3\ln\frac{3}{4\pi}+B\right)n-\frac A3\,n\ln n .$$

This is a linear combination of two integrable functions, so it is integrable. In the proof, `h` is this identity, and the last line combines the two hypotheses.

```lean
/-- If `n` and `n ln n` are integrable, so is the energy per volume. -/
theorem integrable_energyDensity (A B : ℝ) {n : Space → ℝ} (hpos : ∀ x, 0 < n x)
    (hn : Integrable n) (hlog : Integrable (fun x => n x * Real.log (n x))) :
    Integrable (fun x => energyDensity A B (n x)) := by
  -- the logarithm of the radius is affine in the logarithm of the density
  have h : (fun x => energyDensity A B (n x)) = fun x =>
      (A * Real.log (3 / (4 * Real.pi)) / 3 + B) * n x
        - A / 3 * (n x * Real.log (n x)) := by
    funext x
    have hx := hpos x
    have hc : 3 / (4 * Real.pi) ≠ 0 := by positivity
    unfold energyDensity wignerSeitz
    rw [Real.log_rpow (by positivity), ← div_div, Real.log_div hc hx.ne']
    ring
  rw [h]
  exact (hn.const_mul _).sub (hlog.const_mul _)
```

The energy per volume of $n_g$ is integrable too. By the pointwise scaling identity it is built from $e(n(gx))$ and $n(gx)$, and replacing $x$ by $gx$ preserves integrability when $g\neq0$.

```lean
/-- The energy per volume of the scaled density is integrable as well. -/
theorem integrable_energyDensity_scaled (A B : ℝ) {n : Space → ℝ} (hpos : ∀ x, 0 < n x)
    (hn : Integrable n) (hlog : Integrable (fun x => n x * Real.log (n x)))
    {g : ℝ} (hg : 0 < g) :
    Integrable (fun x => energyDensity A B (scaled g n x)) := by
  have h : (fun x => energyDensity A B (scaled g n x)) = fun x =>
      g ^ 3 * (energyDensity A B (n (g • x)) - A * Real.log g * n (g • x)) :=
    funext fun x => energyDensity_scaled A B hg (hpos (g • x))
  rw [h]
  exact (((integrable_energyDensity A B hpos hn hlog).comp_smul hg.ne').sub
    ((hn.comp_smul hg.ne').const_mul _)).const_mul _
```

The scale factor is then absorbed by the substitution $y=gx$. In three dimensions $dy=g^3dx$, so for any function $f$

$$\int g^3f(gx)\,dx=\int f(y)\,dy .$$

Mathlib's change of variables supplies the factor $|g^{-3}|$. Positivity of $g$ removes the absolute value, and the dimension of `Space` supplies the exponent 3.

```lean
/-- Change of variables `y = g x` in three dimensions: `∫ g³ f(g x) dx = ∫ f(y) dy`. -/
theorem integral_scaled (f : Space → ℝ) {g : ℝ} (hg : 0 < g) :
    ∫ x, g ^ 3 * f (g • x) = ∫ x, f x := by
  have h3 : 0 < g ^ 3 := pow_pos hg 3
  rw [integral_const_mul, Measure.integral_comp_smul volume f g,
    finrank_euclideanSpace_fin, abs_of_pos (inv_pos.mpr h3), smul_eq_mul,
    ← mul_assoc, mul_inv_cancel₀ h3.ne', one_mul]
```

With $f=n$ this says that $n_g$ holds as many electrons as $n$.

```lean
/-- Uniform scaling conserves the particle number. -/
theorem particleNumber_scaled (n : Space → ℝ) {g : ℝ} (hg : 0 < g) :
    particleNumber (scaled g n) = particleNumber n :=
  integral_scaled n hg
```

With $f=e(n)-A\ln g\;n$ it gives the scaling law:

$$\begin{aligned}
E[n_g]&=\int g^3\bigl(e(n(gx))-A\ln g\;n(gx)\bigr)\,dx\\
&=\int\bigl(e(n(y))-A\ln g\;n(y)\bigr)\,dy\\
&=E[n]-AN\ln g .
\end{aligned}$$

The last step splits one integral into two, which is where `energy_scaled` uses both integrability hypotheses, through `integral_sub`. The earlier steps are the rewriting by `h` and the substitution by `integral_scaled`.

```lean
/-- Under uniform scaling the functional obeys `E[n_g] = E[n] - A N ln g`. -/
theorem energy_scaled (A B : ℝ) {n : Space → ℝ} (hpos : ∀ x, 0 < n x)
    (hn : Integrable n) (hlog : Integrable (fun x => n x * Real.log (n x)))
    {g : ℝ} (hg : 0 < g) :
    energy A B (scaled g n) = energy A B n - A * particleNumber n * Real.log g := by
  have h : (fun x => energyDensity A B (scaled g n x)) = fun x =>
      g ^ 3 * (energyDensity A B (n (g • x)) - A * Real.log g * n (g • x)) :=
    funext fun x => energyDensity_scaled A B hg (hpos (g • x))
  unfold energy particleNumber
  -- substitute `y = g x`, then split the integral
  rw [h, integral_scaled (fun y => energyDensity A B (n y) - A * Real.log g * n y) hg,
    integral_sub (integrable_energyDensity A B hpos hn hlog) (hn.const_mul _),
    integral_const_mul]
  ring
```

If $n$ is not integrable, as for a uniform gas filling all space, $N$ is infinite and only the pointwise identity keeps its meaning. Lean assigns the value zero to an integral that does not converge absolutely, so the two integrability theorems also guarantee that the energies in the law are true integrals.

The second hypothesis does not follow from the first. The density

$$n(x)=\frac{1}{(2+|x|)^3\,\ln^2(2+|x|)}$$

is positive and has finite $N$, because at large $r$ the radial integrand behaves as $1/(r\ln^2r)$. For $n\ln n$ the radial integrand behaves as $-3/(r\ln r)$, whose integral diverges. With $A>0$ the energy is then $+\infty$ before and after scaling, and the law says nothing.

## A non-zero number of electrons

The shift $-AN\ln g$ matters only if $N\neq0$. By hand this is immediate: the integral of a positive function over all space is positive. The proof says the same in terms of the support of $n$, the set where $n$ is non-zero. Here it is the whole space, which has positive volume, and a non-negative integrable function has a positive integral exactly when its support has positive volume.

```lean
/-- An integrable, everywhere positive density has positive particle number. -/
theorem particleNumber_pos {n : Space → ℝ} (hpos : ∀ x, 0 < n x) (hn : Integrable n) :
    0 < particleNumber n := by
  have hs : Function.support n = Set.univ :=
    Set.eq_univ_of_forall fun x => (hpos x).ne'
  unfold particleNumber
  rw [integral_pos_iff_support_of_nonneg (fun x => (hpos x).le) hn, hs]
  exact isOpen_univ.measure_pos volume Set.univ_nonempty
```

This is where positivity of $n$ does work that non-negativity could not do. For $n=0$ the energy is zero for every $g$, so a finite limit exists whatever the value of $A$.

## The sign of the logarithmic coefficient

The hypothesis $A>0$ says that the energy per electron decreases as $r_s$ shrinks. By hand, $AN>0$ and $\ln g\to\infty$ give $AN\ln g\to\infty$, and therefore

$$E[n_g]=E[n]-AN\ln g\to-\infty\qquad(g\to\infty).$$

In the Lean statement, `atTop` expresses $g\to\infty$ and `atBot` expresses the limit $-\infty$. The proof takes the limit of $AN\ln g$, reverses its sign and adds the constant $E[n]$. The scaling law identifies the result with $E[n_g]$ for $g>0$, which is enough for a limit at infinity.

```lean
/-- For `A > 0` the energy of the scaled density tends to `-∞` as `g → ∞`. -/
theorem energy_scaled_tendsto_atBot {A : ℝ} (hA : 0 < A) (B : ℝ) {n : Space → ℝ}
    (hpos : ∀ x, 0 < n x) (hn : Integrable n)
    (hlog : Integrable (fun x => n x * Real.log (n x))) :
    Tendsto (fun g => energy A B (scaled g n)) atTop atBot := by
  have h : Tendsto (fun g => A * particleNumber n * Real.log g) atTop atTop :=
    Real.tendsto_log_atTop.const_mul_atTop (mul_pos hA (particleNumber_pos hpos hn))
  refine (tendsto_atBot_add_const_left atTop (energy A B n)
    (tendsto_neg_atTop_atBot.comp h)).congr' ?_
  filter_upwards [eventually_gt_atTop (0 : ℝ)] with g hg
  rw [energy_scaled A B hpos hn hlog hg, Function.comp_apply]
  ring
```

For $A<0$ the same formula drives the energy to $+\infty$. The final theorem therefore makes no assumption on $A$: for any one density that satisfies the hypotheses, $E[n_g]$ has a finite limit exactly when $A=0$.

Suppose first that $E[n_g]\to L$ with $L$ finite, and that $A\neq0$. Solving the scaling law for the logarithm gives

$$\ln g=\frac{E[n]-E[n_g]}{AN}\to\frac{E[n]-L}{AN},$$

which is impossible, because $\ln g$ grows without bound. In the proof, `h1` is the convergence of this quotient, and the contradiction comes from `Real.tendsto_log_atTop`. Conversely, if $A=0$ the law reads $E[n_g]=E[n]$, and a constant has a limit.

```lean
/-- The energy of the scaled density has a finite limit as `g → ∞` exactly when the
coefficient `A` of the logarithm vanishes. -/
theorem finite_limit_iff (A B : ℝ) {n : Space → ℝ} (hpos : ∀ x, 0 < n x)
    (hn : Integrable n) (hlog : Integrable (fun x => n x * Real.log (n x))) :
    (∃ L : ℝ, Tendsto (fun g => energy A B (scaled g n)) atTop (𝓝 L)) ↔ A = 0 := by
  constructor
  · rintro ⟨L, hL⟩
    by_contra hA
    have hAN : A * particleNumber n ≠ 0 := mul_ne_zero hA (particleNumber_pos hpos hn).ne'
    -- a finite limit of the energy would force `ln g` to converge
    have h1 : Tendsto (fun g => (energy A B n - energy A B (scaled g n))
        / (A * particleNumber n)) atTop
        (𝓝 ((energy A B n - L) / (A * particleNumber n))) :=
      (tendsto_const_nhds.sub hL).div_const _
    refine not_tendsto_nhds_of_tendsto_atTop Real.tendsto_log_atTop _ (h1.congr' ?_)
    filter_upwards [eventually_gt_atTop (0 : ℝ)] with g hg
    rw [energy_scaled A B hpos hn hlog hg, div_eq_iff hAN]
    ring
  · rintro rfl
    refine ⟨energy 0 B n, tendsto_const_nhds.congr' ?_⟩
    filter_upwards [eventually_gt_atTop (0 : ℝ)] with g hg
    rw [energy_scaled 0 B hpos hn hlog hg]
    ring

end

end HighDensityLDA
```

```lean
#print axioms HighDensityLDA.integrable_energyDensity_scaled
#print axioms HighDensityLDA.particleNumber_scaled
#print axioms HighDensityLDA.energy_scaled_tendsto_atBot
#print axioms HighDensityLDA.finite_limit_iff
```

```
'HighDensityLDA.integrable_energyDensity_scaled' depends on axioms: [propext, Classical.choice, Quot.sound]
'HighDensityLDA.particleNumber_scaled' depends on axioms: [propext, Classical.choice, Quot.sound]
'HighDensityLDA.energy_scaled_tendsto_atBot' depends on axioms: [propext, Classical.choice, Quot.sound]
'HighDensityLDA.finite_limit_iff' depends on axioms: [propext, Classical.choice, Quot.sound]
```

Within this two-parameter local family, a finite high-density limit therefore leaves only $E[n]=BN$, an energy proportional to the number of electrons. For functional construction, the law also fixes what a correction must do: if a term is added to this model functional with $A\neq0$ and the total is to stay finite as $g\to\infty$, that term must cancel $-AN\ln g$ up to a bounded remainder.

## One electron in a hydrogen-like ion

The smallest physical case is $N=1$. In atomic units the hydrogen ground state has density $n(x)=e^{-2|x|}/\pi$, and $n_g$ is the ground-state density of the one-electron ion with nuclear charge $g$. The mean distance from the nucleus in hydrogen is $3/2$, so $\int n\ln n=-3-\ln\pi$, and the expansion of $e(n)$ gives

$$E[n_g]=A\left(1+\tfrac13\ln\tfrac34-\ln g\right)+B .$$

The exact correlation energy of a single electron is zero for every $g$. With $A\neq0$ the model functional misses this by an amount that grows logarithmically with the nuclear charge, and no choice of $B$ removes that growth.
